# Quantum geometric tensor of spin coherent states in the angles \(\theta\) and \(\phi\)

A spin of length \(N/2\) pointing along the polar angle \(\theta\) and the azimuth \(\phi\) is described by the coherent state

\[
u_k=r_k(\theta)\,e^{ik\phi},\qquad r_k(\theta)=\sqrt{\tbinom Nk}\;c^{N-k}s^k,\qquad k=0,\dots,N,
\]

with \(c=\cos(\theta/2)\) and \(s=\sin(\theta/2)\). The level number \(k\) counts steps down from the top state, so it is \(N/2-m\), not the magnetic quantum number \(m\). How the state responds to a small turn of the direction is measured by

\[
Q_{ab}=\langle\partial_a u|\partial_b u\rangle-\langle\partial_a u|u\rangle\langle u|\partial_b u\rangle ,
\]

where the first slot is conjugated. The result is

\[
Q_{\theta\theta}=\frac N4,\qquad Q_{\phi\phi}=\frac{N\sin^2\theta}{4},\qquad Q_{\theta\phi}=\frac{iN\sin\theta}{4}.
\]

The real part is the metric of a sphere of radius \(\sqrt N/2\). The imaginary part gives the Berry curvature that enters semiclassical spin dynamics, here for a single finite spin restricted to coherent states.

## The state and its derivatives in Lean

```lean
import Mathlib

open Matrix

namespace SpinCoherentGeometry

noncomputable section
```

The function `amp` is \(r_k\), `slope` is \(r_k'=dr_k/d\theta\), and `weighted` is \(k\,r_k\).

```lean
/-- The real amplitude of level `k` in the spin coherent state at polar angle `θ`. -/
def amp (N : ℕ) (θ : ℝ) (k : Fin (N + 1)) : ℝ :=
  √(N.choose k : ℝ) * (Real.cos (θ / 2) ^ (N - (k : ℕ)) * Real.sin (θ / 2) ^ (k : ℕ))

/-- The rate of change of the amplitude of level `k` with the polar angle. -/
def slope (N : ℕ) (θ : ℝ) (k : Fin (N + 1)) : ℝ := deriv (fun s => amp N s k) θ

/-- The amplitude of level `k` multiplied by the level number `k`. -/
def weighted (N : ℕ) (θ : ℝ) (k : Fin (N + 1)) : ℝ := ((k : ℕ) : ℝ) * amp N θ k
```

The phases are attached separately, so that `coherent` is \(u\).

```lean
/-- The vector with real amplitudes `x k` and azimuthal phases `exp (i k φ)`. -/
def phased {N : ℕ} (φ : ℝ) (x : Fin (N + 1) → ℝ) : Fin (N + 1) → ℂ :=
  fun k => (x k : ℂ) * Complex.exp (((k : ℕ) : ℂ) * (φ : ℂ) * Complex.I)

/-- The spin coherent state with `N + 1` levels, pointing along the angles `θ`, `φ`. -/
def coherent (N : ℕ) (θ φ : ℝ) : Fin (N + 1) → ℂ := phased φ (amp N θ)
```

The vectors `dTheta` and `dPhi` are the actual partial derivatives of \(u\). In `geometricTensor`, `star` conjugates and `⬝ᵥ` is the plain dot product.

```lean
/-- The partial derivative of the coherent state in the polar angle. -/
def dTheta (N : ℕ) (θ φ : ℝ) : Fin (N + 1) → ℂ := deriv (fun s => coherent N s φ) θ

/-- The partial derivative of the coherent state in the azimuthal angle. -/
def dPhi (N : ℕ) (θ φ : ℝ) : Fin (N + 1) → ℂ := deriv (fun s => coherent N θ s) φ

/-- The quantum geometric tensor `⟨a, b⟩ - ⟨a, u⟩⟨u, b⟩` of a unit state `u` with
derivatives `a` and `b` along two parameters. -/
def geometricTensor {n : ℕ} (u a b : Fin n → ℂ) : ℂ :=
  star a ⬝ᵥ b - (star a ⬝ᵥ u) * (star u ⬝ᵥ b)
```

The final theorem holds for every natural number \(N\) and all real \(\theta,\phi\), with no further assumptions. Its physical conditions sit in these definitions, and the sections below take them in turn. That \(u\) is the state of a real spin, for instance the ground state in a magnetic field along \((\theta,\phi)\) when the Zeeman energy is the whole Hamiltonian and the magnetic moment is parallel to the spin, is an identification made outside Lean.

## Binomial weights

The factor \(\sqrt{\binom Nk}\) makes the spin equivalent to \(N\) spin-halves pointing the same way, each found down with probability \(s^2\). The populations \(r_k^2\) are then binomial, with generating function

\[
G(z)=\sum_k r_k^2z^k=(c^2+s^2z)^N .
\]

Hence the total is \(G(1)=1\) and the mean level number is \(G'(1)=Ns^2\). With \(G''(1)=N(N-1)s^4\), the variance is

\[
N(N-1)s^4+Ns^2-N^2s^4=Ns^2c^2 .
\]

In Lean, `amp_sq` identifies the populations with Bernstein polynomials at \(s^2\), and `population_moments` evaluates Mathlib's sum, mean and variance identities for them.

```lean
/-- The population of level `k` is the binomial weight with probability `sin²(θ/2)`,
written as a Bernstein polynomial. -/
theorem amp_sq (N : ℕ) (θ : ℝ) (k : Fin (N + 1)) :
    amp N θ k ^ 2 = (bernsteinPolynomial ℝ N k).eval (Real.sin (θ / 2) ^ 2) := by
  have hB : ∀ x : ℝ, (bernsteinPolynomial ℝ N k).eval x
      = (N.choose k : ℝ) * x ^ (k : ℕ) * (1 - x) ^ (N - (k : ℕ)) := by
    intro x
    simp [bernsteinPolynomial]
  rw [hB, amp, mul_pow, Real.sq_sqrt (Nat.cast_nonneg _), ← Real.cos_sq']
  ring

/-- The level populations of a coherent state sum to one, and the level number has mean
`N sin²(θ/2)` and variance `N sin²(θ/2) cos²(θ/2)`. -/
theorem population_moments (N : ℕ) (θ : ℝ) :
    ∑ k, amp N θ k ^ 2 = 1 ∧
    ∑ k : Fin (N + 1), ((k : ℕ) : ℝ) * amp N θ k ^ 2 = N * Real.sin (θ / 2) ^ 2 ∧
    ∑ k : Fin (N + 1), (N * Real.sin (θ / 2) ^ 2 - ((k : ℕ) : ℝ)) ^ 2 * amp N θ k ^ 2
      = N * Real.sin (θ / 2) ^ 2 * Real.cos (θ / 2) ^ 2 := by
  rw [Real.cos_sq']
  simp only [amp_sq]
  generalize Real.sin (θ / 2) ^ 2 = x
  -- these are the moments of the Bernstein polynomials, evaluated at `x`
  have h0 := congrArg (Polynomial.eval x) (bernsteinPolynomial.sum ℝ N)
  have h1 := congrArg (Polynomial.eval x) (bernsteinPolynomial.sum_smul ℝ N)
  have h2 := congrArg (Polynomial.eval x) (bernsteinPolynomial.variance ℝ N)
  simp only [Polynomial.eval_finsetSum, nsmul_eq_mul, Polynomial.eval_mul,
    Polynomial.eval_pow, Polynomial.eval_sub, Polynomial.eval_natCast, Polynomial.eval_X,
    Polynomial.eval_one] at h0 h1 h2
  exact ⟨(Fin.sum_univ_eq_sum_range
      (fun k : ℕ => (bernsteinPolynomial ℝ N k).eval x) (N + 1)).trans h0,
    (Fin.sum_univ_eq_sum_range
      (fun k : ℕ => (k : ℝ) * (bernsteinPolynomial ℝ N k).eval x) (N + 1)).trans h1,
    (Fin.sum_univ_eq_sum_range (fun k : ℕ =>
      (N * x - (k : ℝ)) ^ 2 * (bernsteinPolynomial ℝ N k).eval x) (N + 1)).trans h2⟩
```

Without the binomial factor the result fails already for \(N=2\). The amplitudes \((c^2,cs,s^2)\) have unit norm at \(\theta=0\) and slope \((0,\tfrac12,0)\) there, so \(Q_{\theta\theta}=\tfrac14\) instead of \(\tfrac12\).

## Signed half-angle amplitudes

The amplitudes are real multiples of products of powers of \(c\) and \(s\), so they are smooth at every angle. An odd power of \(s\) or \(c\) changes sign where \(\theta\) passes one of its zeros. Two states on the same meridian, at angles \(x\) and \(y\), overlap by the binomial theorem as

\[
\sum_k r_k(x)r_k(y)=\Bigl(\cos\tfrac x2\cos\tfrac y2+\sin\tfrac x2\sin\tfrac y2\Bigr)^N=\cos^N\tfrac{x-y}2 .
\]

For \(N\ge1\), differentiating in \(y\) at \(y=\theta\) gives

\[
\sum_k r_k(x)r_k'(\theta)=\tfrac N2\cos^{N-1}\tfrac{x-\theta}2\,\sin\tfrac{x-\theta}2 .
\]

At \(x=\theta\) this is \(\sum_k r_kr_k'=0\). Its derivative in \(x\) at the same point is \(\sum_k r_k'^2=N/4\). For \(N=0\) the overlap is constant and both sums vanish.

The lemma `hasDerivAt_amp` supplies the derivatives. In `slope_products`, `hK` is the overlap, `h1` and `h2` are the two differentiations, and `unique` equates the two expressions for each derivative.

```lean
/-- Each level amplitude is differentiable in the polar angle, with derivative `slope`. -/
theorem hasDerivAt_amp (N : ℕ) (θ : ℝ) (k : Fin (N + 1)) :
    HasDerivAt (fun s => amp N s k) (slope N θ k) θ := by
  have hu := (hasDerivAt_id' θ).div_const 2
  exact (((hu.cos.fun_pow (N - (k : ℕ))).fun_mul (hu.sin.fun_pow (k : ℕ))).const_mul
    (√(N.choose k : ℝ))).differentiableAt.hasDerivAt

/-- The amplitude slope is orthogonal to the amplitudes and has squared length `N / 4`. -/
theorem slope_products (N : ℕ) (θ : ℝ) :
    slope N θ ⬝ᵥ amp N θ = 0 ∧ slope N θ ⬝ᵥ slope N θ = N / 4 := by
  -- overlap of two states on the same meridian
  have hK : ∀ x y, ∑ k, amp N x k * amp N y k = Real.cos ((x - y) / 2) ^ N := by
    intro x y
    have e : Real.cos ((x - y) / 2) = Real.sin (x / 2) * Real.sin (y / 2)
        + Real.cos (x / 2) * Real.cos (y / 2) := by
      rw [sub_div, Real.cos_sub]
      ring
    rw [e, add_pow, ← Fin.sum_univ_eq_sum_range (fun k : ℕ =>
      (Real.sin (x / 2) * Real.sin (y / 2)) ^ k
        * (Real.cos (x / 2) * Real.cos (y / 2)) ^ (N - k) * (N.choose k : ℝ))]
    refine Finset.sum_congr rfl fun k _ => ?_
    have hs : √(N.choose k : ℝ) * √(N.choose k : ℝ) = (N.choose k : ℝ) :=
      Real.mul_self_sqrt (Nat.cast_nonneg _)
    simp only [amp, mul_pow]
    linear_combination (Real.cos (x / 2) ^ (N - (k : ℕ)) * Real.sin (x / 2) ^ (k : ℕ)
      * Real.cos (y / 2) ^ (N - (k : ℕ)) * Real.sin (y / 2) ^ (k : ℕ)) * hs
  -- differentiate in the second angle, then in the first
  have h1 : ∀ x, ∑ k, amp N x k * slope N θ k
      = N * Real.cos ((x - θ) / 2) ^ (N - 1) * (Real.sin ((x - θ) / 2) / 2) := by
    intro x
    have h : HasDerivAt (fun y => ∑ k, amp N x k * amp N y k)
        (∑ k, amp N x k * slope N θ k) θ :=
      HasDerivAt.fun_sum fun k _ => (hasDerivAt_amp N θ k).const_mul _
    simp only [hK] at h
    exact h.unique (((((hasDerivAt_id' θ).const_sub x).div_const 2).cos.fun_pow
      N).congr_deriv (by ring))
  have h2 : HasDerivAt (fun x => ∑ k, amp N x k * slope N θ k)
      (∑ k, slope N θ k * slope N θ k) θ :=
    HasDerivAt.fun_sum fun k _ => (hasDerivAt_amp N θ k).mul_const _
  simp only [h1] at h2
  have hu := ((hasDerivAt_id' θ).sub_const θ).div_const 2
  constructor
  · rw [dotProduct_comm]
    exact (h1 θ).trans (by simp)
  · refine h2.unique ((((hu.cos.fun_pow (N - 1)).const_mul (N : ℝ)).fun_mul
      (hu.sin.div_const 2)).congr_deriv ?_)
    simp only [sub_self, zero_div, Real.cos_zero, Real.sin_zero, one_pow]
    ring
```

If the amplitudes were replaced by the square roots of the populations, the \(N=1\) state would contain \(|\sin(\theta/2)|\), which has no derivative at \(\theta=0\).

## One phase winding per level

The phase \(e^{ik\phi}\) is the effect of rotating the spin about the polar axis, up to an overall phase. By hand it gives \(\partial_\phi u_k=ik\,u_k\), so azimuthal derivatives become moments of the level number. The mixed component needs \(\sum_k k\,r_kr_k'\), which follows from differentiating the mean:

\[
2\sum_k k\,r_kr_k'=\frac{d}{d\theta}(Ns^2)=Nsc=\frac{N\sin\theta}2 .
\]

The lemma `slope_weighted` carries this out, with `sin_half` for the last equality.

```lean
lemma sin_half (θ : ℝ) : Real.sin θ = 2 * Real.sin (θ / 2) * Real.cos (θ / 2) := by
  rw [← Real.sin_two_mul]
  congr 1
  ring

/-- The overlap of the amplitude slope with the level-weighted amplitudes is
`N sin θ / 4`. -/
theorem slope_weighted (N : ℕ) (θ : ℝ) :
    slope N θ ⬝ᵥ weighted N θ = N * Real.sin θ / 4 := by
  -- differentiate the mean level number
  have h : HasDerivAt (fun s => ∑ k : Fin (N + 1), ((k : ℕ) : ℝ) * amp N s k ^ 2)
      (∑ k : Fin (N + 1), ((k : ℕ) : ℝ) * (2 * amp N θ k * slope N θ k)) θ :=
    HasDerivAt.fun_sum fun k _ =>
      (((hasDerivAt_amp N θ k).fun_pow 2).const_mul _).congr_deriv (by ring)
  simp only [(population_moments N _).2.1] at h
  have h1 : ∑ k : Fin (N + 1), ((k : ℕ) : ℝ) * (2 * amp N θ k * slope N θ k)
      = N * Real.sin θ / 2 :=
    h.unique (((((hasDerivAt_id' θ).div_const 2).sin.fun_pow 2).const_mul
      (N : ℝ)).congr_deriv (by rw [sin_half θ]; ring))
  calc slope N θ ⬝ᵥ weighted N θ
      = 1 / 2 * ∑ k : Fin (N + 1), ((k : ℕ) : ℝ) * (2 * amp N θ k * slope N θ k) := by
        rw [dotProduct, Finset.mul_sum]
        exact Finset.sum_congr rfl fun k _ => by rw [weighted]; ring
    _ = N * Real.sin θ / 4 := by rw [h1]; ring
```

Next, `inner_phased` shows that the phases cancel in inner products at equal \(\phi\), while `dTheta_eq` and `dPhi_eq` compute the two partial derivatives of the state.

```lean
lemma inner_phased {N : ℕ} (φ : ℝ) (x y : Fin (N + 1) → ℝ) :
    star (phased φ x) ⬝ᵥ phased φ y = ((x ⬝ᵥ y : ℝ) : ℂ) := by
  simp only [dotProduct, Complex.ofReal_sum, Complex.ofReal_mul]
  refine Finset.sum_congr rfl fun k _ => ?_
  have e : star (Complex.exp (((k : ℕ) : ℂ) * (φ : ℂ) * Complex.I))
      * Complex.exp (((k : ℕ) : ℂ) * (φ : ℂ) * Complex.I) = 1 := by
    rw [Complex.star_def, ← Complex.exp_conj, ← Complex.exp_add]
    simp
  simp only [Pi.star_apply, phased, star_mul, Complex.star_def, Complex.conj_ofReal] at e ⊢
  linear_combination (x k : ℂ) * (y k : ℂ) * e

lemma dTheta_eq (N : ℕ) (θ φ : ℝ) : dTheta N θ φ = phased φ (slope N θ) :=
  HasDerivAt.deriv (hasDerivAt_pi.2 fun k =>
    (hasDerivAt_amp N θ k).ofReal_comp.mul_const _)

lemma dPhi_eq (N : ℕ) (θ φ : ℝ) : dPhi N θ φ = Complex.I • phased φ (weighted N θ) := by
  refine HasDerivAt.deriv (hasDerivAt_pi.2 fun k => ?_)
  have h := (((hasDerivAt_id' φ).ofReal_comp.const_mul ((k : ℕ) : ℂ)).mul_const
    Complex.I).cexp.const_mul (amp N θ k : ℂ)
  refine h.congr_deriv ?_
  simp only [phased, weighted, Pi.smul_apply, smul_eq_mul, Complex.ofReal_mul,
    Complex.ofReal_natCast, Complex.ofReal_one]
  ring
```

With the opposite winding \(e^{-ik\phi}\), the \(N=1\) state has \(Q_{\theta\phi}=-i\sin\theta/4\), so the sign of the curvature follows the sense of the winding. In the standard spin matrices that state points along the azimuth \(-\phi\).

## Unit norm

When \(u\) has norm one, the subtracted term in \(Q\) removes exactly the part of a derivative along \(u\). The binomial total guarantees this norm. Since \(\langle\partial_\theta u|u\rangle=\sum_k r_k'r_k=0\), the subtraction drops out of two components:

\[
Q_{\theta\theta}=\sum_k r_k'^2=\frac N4,\qquad Q_{\theta\phi}=i\sum_k k\,r_kr_k'=\frac{iN\sin\theta}4 .
\]

In the third, \(\langle\partial_\phi u|u\rangle=-iNs^2\) and \(\langle u|\partial_\phi u\rangle=iNs^2\), which leaves the variance:

\[
Q_{\phi\phi}=\sum_k k^2r_k^2-(Ns^2)^2=Ns^2c^2=\frac{N\sin^2\theta}4 .
\]

In the final proof, `a5` obtains the second moment from the variance, the mean and the unit total `m0`. The sums are then substituted into the tensor, and \(i^2=-1\) finishes \(Q_{\phi\phi}\).

```lean
/-- The quantum geometric tensor of the spin coherent states in the angles `θ`, `φ` has
`Q_θθ = N/4`, `Q_φφ = N sin²θ/4` and `Q_θφ = i N sin θ/4`. -/
theorem coherent_geometricTensor (N : ℕ) (θ φ : ℝ) :
    geometricTensor (coherent N θ φ) (dTheta N θ φ) (dTheta N θ φ) = N / 4 ∧
    geometricTensor (coherent N θ φ) (dPhi N θ φ) (dPhi N θ φ)
      = N * (Real.sin θ : ℂ) ^ 2 / 4 ∧
    geometricTensor (coherent N θ φ) (dTheta N θ φ) (dPhi N θ φ)
      = Complex.I * N * (Real.sin θ : ℂ) / 4 := by
  obtain ⟨m0, m1, m2⟩ := population_moments N θ
  obtain ⟨a1, a3⟩ := slope_products N θ
  have a4 : amp N θ ⬝ᵥ weighted N θ = N * Real.sin (θ / 2) ^ 2 := by
    rw [dotProduct, ← m1]
    exact Finset.sum_congr rfl fun k _ => by rw [weighted]; ring
  have b4 : weighted N θ ⬝ᵥ amp N θ = N * Real.sin (θ / 2) ^ 2 := by
    rw [dotProduct_comm, a4]
  -- second moment of the level number = variance + mean squared
  have a5 : weighted N θ ⬝ᵥ weighted N θ
      = N * Real.sin θ ^ 2 / 4 + (N * Real.sin (θ / 2) ^ 2) ^ 2 := by
    calc weighted N θ ⬝ᵥ weighted N θ
        = ∑ k : Fin (N + 1), (N * Real.sin (θ / 2) ^ 2 - ((k : ℕ) : ℝ)) ^ 2 * amp N θ k ^ 2
          + 2 * (N * Real.sin (θ / 2) ^ 2)
              * ∑ k : Fin (N + 1), ((k : ℕ) : ℝ) * amp N θ k ^ 2
          - (N * Real.sin (θ / 2) ^ 2) ^ 2 * ∑ k, amp N θ k ^ 2 := by
          rw [dotProduct, Finset.mul_sum, Finset.mul_sum, ← Finset.sum_add_distrib,
            ← Finset.sum_sub_distrib]
          exact Finset.sum_congr rfl fun k _ => by rw [weighted]; ring
      _ = _ := by
          rw [m0, m1, m2, sin_half θ]
          ring
  simp only [geometricTensor, coherent, dTheta_eq, dPhi_eq, star_smul, smul_dotProduct,
    dotProduct_smul, inner_phased, a1, slope_weighted, a3, a4, a5, b4, smul_eq_mul,
    Complex.star_def, Complex.conj_I, Complex.ofReal_add, Complex.ofReal_mul,
    Complex.ofReal_div, Complex.ofReal_pow, Complex.ofReal_natCast, Complex.ofReal_ofNat,
    Complex.ofReal_zero]
  refine ⟨by ring, ?_, by ring⟩
  linear_combination (-(N : ℂ) * (Real.sin θ : ℂ) ^ 2 / 4) * Complex.I_sq

end

end SpinCoherentGeometry
```

```lean
#print axioms SpinCoherentGeometry.coherent_geometricTensor
-- 'SpinCoherentGeometry.coherent_geometricTensor' depends on axioms: [propext, Classical.choice, Quot.sound]
```

Doubling the \(N=1\) state at \(\theta=\pi/2\) shows what the norm does: the same formula then gives \(Q_{\phi\phi}=2-4=-2\) instead of \(\tfrac14\).

## A spin-1 state on the equator

Take \(N=2\) and \(\theta=\pi/2\). The amplitudes are \((\tfrac12,\tfrac1{\sqrt2},\tfrac12)\) and their slopes are \((-\tfrac12,0,\tfrac12)\). Then

\[
Q_{\theta\theta}=\tfrac14+\tfrac14=\tfrac12,\qquad
Q_{\phi\phi}=\bigl(\tfrac12+4\cdot\tfrac14\bigr)-1^2=\tfrac12,\qquad
Q_{\theta\phi}=i\cdot2\cdot\tfrac12\cdot\tfrac12=\tfrac i2,
\]

in agreement with \(N/4\), \(N\sin^2\theta/4\) and \(iN\sin\theta/4\).
